# In a constant potential, FORA energies fall without bound at high momentum while IORA energies saturate

Take units with electron mass 1 and speed of light $c>0$, and measure energies from the rest energy. For an electron in a constant potential $v<c^2$, the FORA energy tends to $-\infty$ as the momentum $p$ grows. The IORA energy increases strictly on $p\ge 0$, stays below $a=2c^2-v$ and tends to $a$. Tight basis functions contain high momenta, so this one-electron plane-wave model gives a reason for caution when FORA energies are minimised variationally.

## Constant $v$: operators become numbers

ZORA, FORA and IORA are the zeroth-, first- and infinite-order regular approximations to the Dirac equation. In a constant potential a plane wave turns the operators needed here into numbers, because $(\sigma\cdot p)^2=p^2$ for the Pauli matrices $\sigma$. The ZORA energy, and the squared norm of the small component relative to the large one in the same approximation, are
$$h=v+\frac{c^2p^2}{a},\qquad y=\frac{c^2p^2}{a^2}.$$
IORA divides $h$ by the full squared norm $1+y$, giving $h/(1+y)$; FORA keeps the first order in $y$, giving $h(1-y)$. These formulas are taken as definitions, not derived from the Dirac equation. In a position-dependent potential, momentum and potential no longer commute, and the theorems make no statement about that case.

In Lean, `gap`, `zora` and `smallNorm` are $a$, $h$ and $y$; all quantities are real numbers.

```lean
import Mathlib

open Filter Topology

namespace RegularApproximationsHighMomentum

noncomputable section

/-- The energy denominator `a = 2c² - v` of the regular approximations in a constant
potential `v`. -/
def gap (c v : ℝ) : ℝ := 2 * c ^ 2 - v

/-- The ZORA energy `h = v + c²p²/a` of a plane wave of momentum `p`, for `v ≠ 2c²`. -/
def zora (c v p : ℝ) : ℝ := v + c ^ 2 * p ^ 2 / gap c v

/-- The squared norm `y = c²p²/a²` of the small component relative to the large one,
for `v ≠ 2c²`. -/
def smallNorm (c v p : ℝ) : ℝ := c ^ 2 * p ^ 2 / gap c v ^ 2

/-- The FORA energy `h(1 - y)`, for `v ≠ 2c²`. -/
def fora (c v p : ℝ) : ℝ := zora c v p * (1 - smallNorm c v p)

/-- The IORA energy `h/(1 + y)`, for `v ≠ 2c²`. -/
def iora (c v p : ℝ) : ℝ := zora c v p / (1 + smallNorm c v p)
```

## $v<2c^2$: a positive denominator

This condition keeps the potential below the threshold where $a$ vanishes. Write $T=c^2p^2/a$, so that $h=v+T$ and $y=T/a$. Since $a-v=2(c^2-v)$,
$$h(1-y)=v+\frac{2T(c^2-v)-T^2}{a}
=v+\frac{(c^2-v)^2}{a}-\frac{(T-(c^2-v))^2}{a}.$$
Because $va+(c^2-v)^2=c^4$, this becomes
$$h(1-y)=\frac{c^4}{a}-\frac{(T-(c^2-v))^2}{a}.$$

For $a>0$ the parabola opens downward. Its upper bound $c^4/a$ is reached exactly when $T=c^2-v$, that is, when $c^2p^2=a(c^2-v)$; for $c>0$ a real momentum satisfies this only if $v\le c^2$. If $v>2c^2$ and $c>0$, the parabola opens upward and FORA tends to $+\infty$ instead.

`gap_pos` supplies $a>0$. `fora_eq_parabola` replaces $v$ by $2c^2-a$, clears denominators with `field_simp` and finishes with `ring`. `fora_le_max` drops the nonnegative square for the bound, and sets it to zero for the equality case.

```lean
lemma gap_pos {c v : ℝ} (hv : v < 2 * c ^ 2) : 0 < gap c v := by
  unfold gap
  linarith

/-- For `v < 2c²` the FORA energy is a downward parabola in the ZORA kinetic energy
`c²p²/a`. -/
theorem fora_eq_parabola {c v : ℝ} (hv : v < 2 * c ^ 2) (p : ℝ) :
    fora c v p = c ^ 4 / gap c v
      - (c ^ 2 * p ^ 2 / gap c v - (c ^ 2 - v)) ^ 2 / gap c v := by
  have ha := gap_pos hv
  -- trade the potential for the denominator `a`
  obtain ⟨a, rfl⟩ : ∃ a, v = 2 * c ^ 2 - a := ⟨2 * c ^ 2 - v, by ring⟩
  have hg : gap c (2 * c ^ 2 - a) = a := by unfold gap; ring
  rw [hg] at ha
  have ha' := ha.ne'
  simp only [fora, zora, smallNorm, hg]
  field_simp
  ring

/-- For `v < 2c²` the FORA energy never exceeds `c⁴/a`, and it equals this value exactly
when `c²p² = a(c² - v)`. -/
theorem fora_le_max {c v : ℝ} (hv : v < 2 * c ^ 2) (p : ℝ) :
    fora c v p ≤ c ^ 4 / gap c v ∧
      (fora c v p = c ^ 4 / gap c v ↔ c ^ 2 * p ^ 2 = gap c v * (c ^ 2 - v)) := by
  have ha := gap_pos hv
  rw [fora_eq_parabola hv p]
  refine ⟨sub_le_self _ (div_nonneg (sq_nonneg _) ha.le), fun h => ?_, fun h => ?_⟩
  · have h0 : (c ^ 2 * p ^ 2 / gap c v - (c ^ 2 - v)) ^ 2 / gap c v = 0 := by linarith
    have h1 : (c ^ 2 * p ^ 2 / gap c v - (c ^ 2 - v)) ^ 2 = 0 :=
      (div_eq_zero_iff.1 h0).resolve_right ha.ne'
    have h2 : c ^ 2 * p ^ 2 / gap c v = c ^ 2 - v :=
      sub_eq_zero.1 (pow_eq_zero_iff two_ne_zero |>.1 h1)
    rw [div_eq_iff ha.ne'] at h2
    rw [h2, mul_comm]
  · rw [h, mul_div_cancel_left₀ _ ha.ne']
    simp
```

## $c>0$: FORA falls below the potential

Only $c^2$ enters, so the sign of $c$ is a convention, but $c\ne0$ matters: at $c=0$ and $v<0$ both energies equal $v$ at every momentum, with neither collapse nor growth.

Subtracting $v$ from FORA gives
$$h(1-y)-v=\frac{c^2p^2}{a^3}\bigl(2a(c^2-v)-c^2p^2\bigr).$$
For $p\ne0$ the prefactor is positive, so FORA lies below the potential exactly when $c^2p^2>2a(c^2-v)$. At $p=0$ FORA equals $v$, and the equivalence fails if $v>c^2$. In the proof, `key` is this factorisation and `hK` the positive prefactor.

```lean
/-- For `c > 0`, `v < 2c²` and nonzero momentum, the FORA energy lies below the potential
itself exactly when `c²p² > 2a(c² - v)`. -/
theorem fora_lt_potential_iff {c v p : ℝ} (hc : 0 < c) (hv : v < 2 * c ^ 2) (hp : p ≠ 0) :
    fora c v p < v ↔ 2 * gap c v * (c ^ 2 - v) < c ^ 2 * p ^ 2 := by
  have ha := gap_pos hv
  have key : fora c v p - v = c ^ 2 * p ^ 2 / gap c v ^ 3
      * (2 * gap c v * (c ^ 2 - v) - c ^ 2 * p ^ 2) := by
    obtain ⟨a, rfl⟩ : ∃ a, v = 2 * c ^ 2 - a := ⟨2 * c ^ 2 - v, by ring⟩
    have hg : gap c (2 * c ^ 2 - a) = a := by unfold gap; ring
    rw [hg] at ha
    have ha' := ha.ne'
    simp only [fora, zora, smallNorm, hg]
    field_simp
    ring
  have hK : 0 < c ^ 2 * p ^ 2 / gap c v ^ 3 := by positivity
  constructor
  · intro h
    by_contra hn
    have := mul_nonneg hK.le (sub_nonneg.2 (not_lt.1 hn))
    linarith
  · intro h
    have := mul_neg_of_pos_of_neg hK (sub_neg.2 h)
    linarith
```

For the collapse, $c\ne0$ makes $T\to\infty$; the shifted square then diverges, and its negative divided by $a$ drives FORA to $-\infty$. `fora_collapse` builds these limits in turn as `h1` to `h4`, then identifies the result with FORA through the parabola. Besides $c>0$ it assumes only $v<2c^2$, not $v<c^2$.

```lean
/-- For `c > 0` and `v < 2c²` the FORA energy tends to minus infinity at high momentum. -/
theorem fora_collapse {c v : ℝ} (hc : 0 < c) (hv : v < 2 * c ^ 2) :
    Tendsto (fora c v) atTop atBot := by
  have ha := gap_pos hv
  have h1 : Tendsto (fun p : ℝ => c ^ 2 * p ^ 2 / gap c v) atTop atTop :=
    ((tendsto_pow_atTop two_ne_zero).const_mul_atTop (pow_pos hc 2)).atTop_div_const ha
  have h2 := tendsto_atTop_add_const_right atTop (-(c ^ 2 - v)) h1
  -- the square in the parabola outgrows every bound
  have h3 := ((tendsto_pow_atTop (α := ℝ) two_ne_zero).comp h2).atTop_div_const ha
  have h4 := tendsto_atBot_add_const_left atTop (c ^ 4 / gap c v)
    (tendsto_neg_atTop_atBot.comp h3)
  refine h4.congr fun p => ?_
  rw [fora_eq_parabola hv p]
  simp only [Function.comp_apply]
  ring
```

## $v<c^2$ and $p\ge0$: IORA rises to its ceiling

The condition $v<c^2$ says that the potential lies below the ceiling, since $a-v=2(c^2-v)$. Every attractive or zero potential satisfies it. With $E(p)=h/(1+y)=a(v+T)/(a+T)$,
$$a-E(p)=\frac{a(a-v)}{a+T}=\frac{2a^2(c^2-v)}{a^2+c^2p^2}.$$
`iora_eq_saturation` proves this by the same substitution for $v$.

```lean
/-- For `v < 2c²` the IORA energy differs from `a` by `2a²(c² - v)/(a² + c²p²)`. -/
theorem iora_eq_saturation {c v : ℝ} (hv : v < 2 * c ^ 2) (p : ℝ) :
    iora c v p = gap c v
      - 2 * gap c v ^ 2 * (c ^ 2 - v) / (gap c v ^ 2 + c ^ 2 * p ^ 2) := by
  have ha := gap_pos hv
  obtain ⟨a, rfl⟩ : ∃ a, v = 2 * c ^ 2 - a := ⟨2 * c ^ 2 - v, by ring⟩
  have hg : gap c (2 * c ^ 2 - a) = a := by unfold gap; ring
  rw [hg] at ha
  have ha' := ha.ne'
  have hD : a ^ 2 + c ^ 2 * p ^ 2 ≠ 0 := by positivity
  have h1 : 1 + c ^ 2 * p ^ 2 / a ^ 2 = (a ^ 2 + c ^ 2 * p ^ 2) / a ^ 2 := by
    field_simp
  simp only [iora, zora, smallNorm, hg]
  rw [h1]
  field_simp
  ring
```

Subtracting the formula at two momenta gives
$$E(q)-E(p)=\frac{2a^2c^2(c^2-v)(q^2-p^2)}{(a^2+c^2p^2)(a^2+c^2q^2)}.$$
For $0\le p<q$ its sign is that of $c^2-v$. At $v=c^2$ IORA is constant; for $c^2<v<2c^2$ it decreases towards $a$. The restriction $p\ge0$, written `Set.Ici 0`, treats $p$ as a magnitude: $E$ is even in $p$, so it cannot increase strictly on the whole line.

In Lean, `key` is the difference formula and `pos` the sign of its remaining factor. Comparing momenta 0 and 1 shows that strict growth forces $v<c^2$.

```lean
/-- For `c > 0` and `v < 2c²` the IORA energy increases strictly with momentum `p ≥ 0`
exactly when `v < c²`. -/
theorem iora_strictMonoOn_iff {c v : ℝ} (hc : 0 < c) (hv : v < 2 * c ^ 2) :
    StrictMonoOn (iora c v) (Set.Ici 0) ↔ v < c ^ 2 := by
  have ha := gap_pos hv
  -- the sign of an energy difference is that of `(c² - v)(q² - p²)`
  have key : ∀ p q : ℝ, iora c v q - iora c v p =
      (c ^ 2 - v) * (2 * gap c v ^ 2 * c ^ 2 * (q ^ 2 - p ^ 2)
        / ((gap c v ^ 2 + c ^ 2 * p ^ 2) * (gap c v ^ 2 + c ^ 2 * q ^ 2))) := by
    intro p q
    have hp : gap c v ^ 2 + c ^ 2 * p ^ 2 ≠ 0 := by positivity
    have hq : gap c v ^ 2 + c ^ 2 * q ^ 2 ≠ 0 := by positivity
    rw [iora_eq_saturation hv, iora_eq_saturation hv]
    field_simp
    ring
  have pos : ∀ p q : ℝ, 0 ≤ p → p < q →
      0 < 2 * gap c v ^ 2 * c ^ 2 * (q ^ 2 - p ^ 2)
        / ((gap c v ^ 2 + c ^ 2 * p ^ 2) * (gap c v ^ 2 + c ^ 2 * q ^ 2)) := by
    intro p q hp hpq
    have h : 0 < q ^ 2 - p ^ 2 := by nlinarith
    positivity
  constructor
  · intro hmono
    have h := hmono (Set.mem_Ici.2 le_rfl) (Set.mem_Ici.2 zero_le_one) zero_lt_one
    by_contra hn
    have := mul_nonpos_of_nonpos_of_nonneg (sub_nonpos.2 (not_lt.1 hn))
      (pos 0 1 le_rfl zero_lt_one).le
    linarith [key 0 1]
  · intro hvc p hp q _ hpq
    have := mul_pos (sub_pos.2 hvc) (pos p q hp hpq)
    linarith [key p q]
```

The final theorem joins the two behaviours. Positivity of $a-E(p)$ gives the strict bound, and its growing denominator `h1` gives the limit.

```lean
/-- For `c > 0` and constant `v < c²`, the FORA energy tends to minus infinity at high
momentum, while the IORA energy increases strictly on `p ≥ 0`, stays below `2c² - v` and
tends to `2c² - v`. -/
theorem fora_collapses_iora_saturates {c v : ℝ} (hc : 0 < c) (hv : v < c ^ 2) :
    Tendsto (fora c v) atTop atBot ∧
      StrictMonoOn (iora c v) (Set.Ici 0) ∧
      (∀ p, iora c v p < 2 * c ^ 2 - v) ∧
      Tendsto (iora c v) atTop (𝓝 (2 * c ^ 2 - v)) := by
  have hv2 : v < 2 * c ^ 2 := by nlinarith [pow_pos hc 2]
  have ha := gap_pos hv2
  have hd : 0 < c ^ 2 - v := sub_pos.2 hv
  refine ⟨fora_collapse hc hv2, (iora_strictMonoOn_iff hc hv2).2 hv, fun p => ?_, ?_⟩
  · rw [iora_eq_saturation hv2 p]
    exact sub_lt_self _ (by positivity)
  · -- the distance to saturation dies out like `1/p²`
    have h1 : Tendsto (fun p : ℝ => gap c v ^ 2 + c ^ 2 * p ^ 2) atTop atTop :=
      tendsto_atTop_add_const_left atTop _
        ((tendsto_pow_atTop two_ne_zero).const_mul_atTop (pow_pos hc 2))
    have h2 := (tendsto_const_nhds (x := gap c v)).sub
      (h1.const_div_atTop (2 * gap c v ^ 2 * (c ^ 2 - v)))
    rw [sub_zero] at h2
    exact h2.congr fun p => (iora_eq_saturation hv2 p).symm

end

end RegularApproximationsHighMomentum
```

```lean
#print axioms RegularApproximationsHighMomentum.fora_le_max
#print axioms RegularApproximationsHighMomentum.fora_lt_potential_iff
#print axioms RegularApproximationsHighMomentum.fora_collapses_iora_saturates
```

```
'RegularApproximationsHighMomentum.fora_le_max' depends on axioms: [propext, Classical.choice, Quot.sound]
'RegularApproximationsHighMomentum.fora_lt_potential_iff' depends on axioms: [propext, Classical.choice, Quot.sound]
'RegularApproximationsHighMomentum.fora_collapses_iora_saturates' depends on axioms: [propext, Classical.choice, Quot.sound]
```

## The free electron, $v=0$

Here $a=2c^2$, and the energies are
$$\text{FORA}=\frac{p^2}{2}-\frac{p^4}{8c^2},\qquad
\text{IORA}=\frac{2c^2p^2}{4c^2+p^2}.$$
FORA peaks at $c^2/2$ when $p=\sqrt2\,c$ and is negative beyond $p=2c$. IORA climbs from 0 towards $2c^2$, whereas the exact kinetic energy $\sqrt{c^4+c^2p^2}-c^2$ grows without bound.
